# For uncoupled equivalent sites, each with harmonic coordinates coupled linearly to its charge, a hole on one site relaxes at least as much as a hole spread evenly

The model has n equivalent sites, finite in number and not coupled to one another, each with its own real coordinates x and energy xᵀAx/2 − q bᵀx, where q is the hole charge on the site, b the coupling and A a positive definite stiffness matrix. The relaxation is minus the infimum of the total energy over all coordinates, with the charges held fixed. `localization_gain` states that a unit charge on one site relaxes by (1 − 1/n)R more than charges of 1/n on every site, where R = bᵀA⁻¹b/2. The proof takes from `relaxation_eq` that the relaxation is R times the sum of the squared charges, computes that sum as 1 in the first case (`h1`) and 1/n in the second (`h2`), and subtracts.

Lean 4 with Mathlib refuses this proof:

```lean
import Mathlib

open Matrix

namespace CoreHoleRelaxation

noncomputable section

variable {m ι : Type*} [Fintype m] [DecidableEq m] [Fintype ι]

/-- Energy of one site with hole charge `q` and relaxation coordinates `x`: a harmonic cost with
stiffness `A` and a linear coupling `b` of the coordinates to the charge. -/
def siteEnergy (A : Matrix m m ℝ) (b : m → ℝ) (q : ℝ) (x : m → ℝ) : ℝ :=
  (x ⬝ᵥ (A *ᵥ x)) / 2 - q * (b ⬝ᵥ x)

/-- The relaxation constant `R = bᵀ A⁻¹ b / 2`, for an invertible stiffness matrix `A`. -/
def relaxationConstant (A : Matrix m m ℝ) (b : m → ℝ) : ℝ :=
  (b ⬝ᵥ (A⁻¹ *ᵥ b)) / 2

/-- Total energy of equivalent sites with charges `q i`, each with its own coordinates `x i`. -/
def latticeEnergy (A : Matrix m m ℝ) (b : m → ℝ) (q : ι → ℝ) (x : ι → m → ℝ) : ℝ :=
  ∑ i, siteEnergy A b (q i) (x i)

/-- The relaxation: minus the infimum of the total energy over all coordinates, for a positive
definite stiffness matrix `A`. -/
def relaxation (A : Matrix m m ℝ) (b : m → ℝ) (q : ι → ℝ) : ℝ :=
  -sInf (Set.range (latticeEnergy A b q))

/-- The response `A⁻¹ b` solves the linear equilibrium equation `A y = b`. -/
theorem response_equation {A : Matrix m m ℝ} (hA : A.PosDef) (b : m → ℝ) :
    A *ᵥ (A⁻¹ *ᵥ b) = b := by
  rw [Matrix.mulVec_mulVec, Matrix.mul_nonsing_inv _ hA.det_pos.ne'.isUnit, Matrix.one_mulVec]

/-- The site energy is a harmonic energy about the displaced position `q A⁻¹ b`, shifted by
`-q² R`. -/
theorem siteEnergy_eq {A : Matrix m m ℝ} (hA : A.PosDef) (b : m → ℝ) (q : ℝ) (x : m → ℝ) :
    siteEnergy A b q x =
      ((x - q • (A⁻¹ *ᵥ b)) ⬝ᵥ (A *ᵥ (x - q • (A⁻¹ *ᵥ b)))) / 2
        - q ^ 2 * relaxationConstant A b := by
  have hy := response_equation hA b
  have hT : Aᵀ = A := by
    rw [← Matrix.conjTranspose_eq_transpose_of_trivial]
    exact hA.isHermitian.eq
  -- symmetry of the stiffness moves `A` onto the response vector
  have hs : (A⁻¹ *ᵥ b) ⬝ᵥ (A *ᵥ x) = b ⬝ᵥ x := by
    rw [Matrix.dotProduct_mulVec, ← Matrix.mulVec_transpose, hT, hy]
  simp only [siteEnergy, relaxationConstant, Matrix.mulVec_sub, Matrix.mulVec_smul,
    sub_dotProduct, dotProduct_sub, smul_dotProduct, dotProduct_smul, smul_eq_mul, hy, hs]
  rw [dotProduct_comm x b, dotProduct_comm (A⁻¹ *ᵥ b) b]
  ring

/-- The site energy is at least `-q² R`, with equality exactly at `x = q A⁻¹ b`. -/
theorem siteEnergy_min {A : Matrix m m ℝ} (hA : A.PosDef) (b : m → ℝ) (q : ℝ) (x : m → ℝ) :
    -(q ^ 2 * relaxationConstant A b) ≤ siteEnergy A b q x ∧
      (siteEnergy A b q x = -(q ^ 2 * relaxationConstant A b) ↔ x = q • (A⁻¹ *ᵥ b)) := by
  have h := siteEnergy_eq hA b q x
  refine ⟨?_, ?_, ?_⟩
  · have hp := hA.posSemidef.dotProduct_mulVec_nonneg (x - q • (A⁻¹ *ᵥ b))
    rw [star_trivial] at hp
    linarith
  · intro e
    by_contra hne
    have hp := hA.dotProduct_mulVec_pos (sub_ne_zero.mpr hne)
    rw [star_trivial] at hp
    linarith
  · intro e
    rw [h, e]
    simp

/-- The total energy attains its minimum, and the minimum is `-R ∑ qᵢ²`. -/
theorem isLeast_latticeEnergy {A : Matrix m m ℝ} (hA : A.PosDef) (b : m → ℝ) (q : ι → ℝ) :
    IsLeast (Set.range (latticeEnergy A b q)) (-(relaxationConstant A b * ∑ i, q i ^ 2)) := by
  have hsum : -(relaxationConstant A b * ∑ i, q i ^ 2)
      = ∑ i, -(q i ^ 2 * relaxationConstant A b) := by
    rw [Finset.sum_neg_distrib, ← Finset.sum_mul, mul_comm]
  rw [hsum]
  constructor
  · exact ⟨fun i => q i • (A⁻¹ *ᵥ b),
      Finset.sum_congr rfl fun i _ => (siteEnergy_min hA b (q i) _).2.2 rfl⟩
  · rintro _ ⟨x, rfl⟩
    exact Finset.sum_le_sum fun i _ => (siteEnergy_min hA b (q i) (x i)).1

/-- The relaxation equals `R ∑ qᵢ²`. -/
theorem relaxation_eq {A : Matrix m m ℝ} (hA : A.PosDef) (b : m → ℝ) (q : ι → ℝ) :
    relaxation A b q = relaxationConstant A b * ∑ i, q i ^ 2 := by
  rw [relaxation, (isLeast_latticeEnergy hA b q).csInf_eq, neg_neg]

/-- A hole localized on one of `n` sites relaxes by `(1 - 1/n) R` more than a hole split evenly
over them. -/
theorem localization_gain [DecidableEq ι] {A : Matrix m m ℝ} (hA : A.PosDef) (b : m → ℝ)
    (k : ι) :
    relaxation A b (Pi.single k 1 : ι → ℝ)
        - relaxation A b (fun _ : ι => 1 / (Fintype.card ι : ℝ))
      = (1 - 1 / Fintype.card ι) * relaxationConstant A b := by
  have hne : Nonempty ι := ⟨k⟩
  have hn : (Fintype.card ι : ℝ) ≠ 0 := Nat.cast_ne_zero.mpr Fintype.card_ne_zero
  have h1 : ∑ i, (Pi.single k 1 : ι → ℝ) i ^ 2 = 1 := by
    simp [Pi.single_apply, ite_pow]
  have h2 : ∑ _i : ι, (1 / (Fintype.card ι : ℝ)) ^ 2 = 1 / Fintype.card ι := by
    rw [Finset.sum_const, Finset.card_univ, nsmul_eq_mul, sq, ← mul_assoc,
      mul_one_div_cancel hn, one_mul]
  rw [relaxation_eq hA, relaxation_eq hA, h1, h2]
  ring

end

end CoreHoleRelaxation
```

Lean reports:

```
Main.lean:99:22: error(lean.synthInstanceFailed): failed to synthesize instance of type class
  HPow ℝ ℕ ℕ

Hint: Type class instance resolution failures can be inspected with the `set_option trace.Meta.synthInstance true` command.
Main.lean:100:8: error: Tactic `rewrite` failed: Did not find an occurrence of the pattern
  ∑ _x ∈ ?m.147, ?b
in the target expression
  ∑ _i, (1 / ↑(Fintype.card ι)) ^ 2 = 1 / Fintype.card ι

m : Type u_1
ι : Type u_2
inst✝³ : Fintype m
inst✝² : DecidableEq m
inst✝¹ : Fintype ι
inst✝ : DecidableEq ι
A : Matrix m m ℝ
hA : A.PosDef
b : m → ℝ
k : ι
hne : Nonempty ι
hn : ↑(Fintype.card ι) ≠ 0
h1 : ∑ i, Pi.single k 1 i ^ 2 = 1
⊢ ∑ _i, (1 / ↑(Fintype.card ι)) ^ 2 = 1 / Fintype.card ι
Main.lean:102:6: error: Tactic `rewrite` failed: Did not find an occurrence of the pattern
  relaxation A ?b ?q
in the target expression
  ι → HPow ℝ ℕ ℕ

case refine_1
m : Type u_1
ι : Type u_2
inst✝³ : Fintype m
inst✝² : DecidableEq m
inst✝¹ : Fintype ι
inst✝ : DecidableEq ι
A : Matrix m m ℝ
hA : A.PosDef
b : m → ℝ
k : ι
hne : Nonempty ι
hn : ↑(Fintype.card ι) ≠ 0
h1 : ∑ i, Pi.single k 1 i ^ 2 = 1
⊢ ι → HPow ℝ ℕ ℕ
```

Cause. The fault is in the statement of `h2`. On its right side `Fintype.card ι` is a natural number with no cast, so `1 / Fintype.card ι` was read in ℕ, and the sum on the left was given the type ℕ too. Its terms are squares of real numbers, so Lean looked for a power operation taking a real base to a natural-number result, `HPow ℝ ℕ ℕ`, and found none.

The other two errors follow from this. The missing instance was left as an unknown that may depend on the summation index, as the goal `ι → HPow ℝ ℕ ℕ` shows, so the summand no longer counted as constant and `Finset.sum_const` did not match. That unknown also became a goal of its own, and the final `rw` met it instead of the theorem's equation, so it found no `relaxation` to rewrite.

The repair marks the sum as real and casts `Fintype.card ι` to ℝ on the right. Both sides of `h2` are then real, the square is an ordinary real power, and the proof goes through with its tactics unchanged.

The mended proof, as a diff:

```diff
@@ -97,5 +97,5 @@
   have h1 : ∑ i, (Pi.single k 1 : ι → ℝ) i ^ 2 = 1 := by
     simp [Pi.single_apply, ite_pow]
-  have h2 : ∑ _i : ι, (1 / (Fintype.card ι : ℝ)) ^ 2 = 1 / Fintype.card ι := by
+  have h2 : (∑ _i : ι, (1 / (Fintype.card ι : ℝ)) ^ 2 : ℝ) = 1 / (Fintype.card ι : ℝ) := by
     rw [Finset.sum_const, Finset.card_univ, nsmul_eq_mul, sq, ← mul_assoc,
       mul_one_div_cancel hn, one_mul]
```
